# An error bound for the small-argument expansion of sin x − x cos x, from the uniform-sphere scattering amplitude

The scattering amplitude of a uniform sphere of radius R at momentum transfer q, normalised to 1 at q = 0, is 3(sin x − x cos x)/x³ with x = qR. The lemma concerns only the expression sin x − x cos x, for a real number x between 0 and 1. It states that this expression differs from x³/3 − x⁵/30 by at most x⁶ in absolute value. The attempt differentiates the difference, obtaining t(sin t − (t − t³/6)) at a point t, and seeks to bound this by x⁵ in absolute value for t between 0 and x. Since the difference vanishes at 0, the mean value inequality then gives the bound x⁵ · x = x⁶.

Lean 4 with Mathlib refuses this proof:

```lean
import Mathlib

open Filter Topology

namespace AmplitudeNumeratorBound

noncomputable section

/-- For `0 ≤ x ≤ 1` the expression `sin x - x cos x`, which is one third of the numerator of the
sphere amplitude, is `x³/3 - x⁵/30` up to an error of at most `x⁶`. -/
theorem amplitude_numerator_bound {x : ℝ} (hx0 : 0 ≤ x) (hx1 : x ≤ 1) :
    |Real.sin x - x * Real.cos x - (x ^ 3 / 3 - x ^ 5 / 30)| ≤ x ^ 6 := by
  have hd : ∀ t ∈ Set.Icc 0 x, HasDerivWithinAt
      (fun t : ℝ => Real.sin t - t * Real.cos t - (t ^ 3 / 3 - t ^ 5 / 30))
      (t * (Real.sin t - (t - t ^ 3 / 6))) (Set.Icc 0 x) t := by
    intro t _
    have e3 : HasDerivAt (fun t : ℝ => t ^ 3) (3 * t ^ 2) t := by
      simpa using hasDerivAt_pow 3 t
    have e5 : HasDerivAt (fun t : ℝ => t ^ 5) (5 * t ^ 4) t := by
      simpa using hasDerivAt_pow 5 t
    have h := ((Real.hasDerivAt_sin t).fun_sub
      ((hasDerivAt_id' t).fun_mul (Real.hasDerivAt_cos t))).fun_sub
      ((e3.div_const 3).fun_sub (e5.div_const 30))
    exact (h.congr_deriv (by ring)).hasDerivWithinAt
  -- the derivative is small because the sine is close to its cubic Taylor polynomial
  have hb : ∀ t ∈ Set.Icc 0 x, ‖t * (Real.sin t - (t - t ^ 3 / 6))‖ ≤ x ^ 5 := by
    intro t ht
    have hs := Real.sin_bound (x := t) (abs_le.2 ⟨by linarith [ht.1], ht.2.trans hx1⟩)
    rw [abs_of_nonneg ht.1] at hs
    rw [Real.norm_eq_abs, abs_mul, abs_of_nonneg ht.1]
    calc t * |Real.sin t - (t - t ^ 3 / 6)| ≤ t * t ^ 4 :=
          mul_le_mul_of_nonneg_left (by linarith [pow_nonneg ht.1 4]) ht.1
      _ = t ^ 5 := by ring
      _ ≤ x ^ 5 := pow_le_pow_left₀ ht.1 ht.2 5
  have h := (convex_Icc 0 x).norm_image_sub_le_of_norm_hasDerivWithin_le hd hb
    (Set.left_mem_Icc.2 hx0) (Set.right_mem_Icc.2 hx0)
  have h0 : Real.sin 0 - 0 * Real.cos 0 - ((0 : ℝ) ^ 3 / 3 - 0 ^ 5 / 30) = 0 := by norm_num
  simp only [h0, sub_zero, Real.norm_eq_abs, abs_of_nonneg hx0] at h
  calc _ ≤ x ^ 5 * x := h
    _ = x ^ 6 := by ring

end

end AmplitudeNumeratorBound
```

Lean reports:

```
Main.lean:32:40: error: linarith failed to find a contradiction
x : ℝ
hx0 : 0 ≤ x
hx1 : x ≤ 1
hd :
  ∀ t ∈ Set.Icc 0 x,
    HasDerivWithinAt (fun t => Real.sin t - t * Real.cos t - (t ^ 3 / 3 - t ^ 5 / 30))
      (t * (Real.sin t - (t - t ^ 3 / 6))) (Set.Icc 0 x) t
t : ℝ
ht : t ∈ Set.Icc 0 x
hs : |Real.sin t - (t - t ^ 3 / 6)| ≤ t ^ 5 / 100
a✝ : t ^ 4 < |Real.sin t - (t - t ^ 3 / 6)|
⊢ False
failed
```

The error is in the bound on the derivative, where `linarith` has to show that |sin t − (t − t³/6)| is at most t⁴. The hypothesis `hs`, which comes from `Real.sin_bound`, bounds this quantity by t⁵/100. The goal does follow, because t⁵ ≤ t⁴ for t between 0 and 1, but `linarith` treats `t ^ 5` and `t ^ 4` as unrelated quantities. The only extra fact supplied, that t⁴ is nonnegative, does not connect them.

The repair keeps the fifth power. It bounds the sine error by t⁵, which `linarith` can derive from `hs` once it is told that t⁵ is nonnegative. The factor t in front is bounded by 1, and `mul_le_mul` combines the two bounds into 1 · t⁵, which is at most x⁵ as before.

Replacing the closing `calc` with `h.trans_eq` is mere tidying.

This version goes through:

```diff
@@ -29,14 +29,13 @@
     rw [abs_of_nonneg ht.1] at hs
     rw [Real.norm_eq_abs, abs_mul, abs_of_nonneg ht.1]
-    calc t * |Real.sin t - (t - t ^ 3 / 6)| ≤ t * t ^ 4 :=
-          mul_le_mul_of_nonneg_left (by linarith [pow_nonneg ht.1 4]) ht.1
-      _ = t ^ 5 := by ring
-      _ ≤ x ^ 5 := pow_le_pow_left₀ ht.1 ht.2 5
+    calc t * |Real.sin t - (t - t ^ 3 / 6)| ≤ 1 * t ^ 5 :=
+          mul_le_mul (ht.2.trans hx1) (by linarith [pow_nonneg ht.1 5])
+            (abs_nonneg _) zero_le_one
+      _ ≤ x ^ 5 := by rw [one_mul]; exact pow_le_pow_left₀ ht.1 ht.2 5
   have h := (convex_Icc 0 x).norm_image_sub_le_of_norm_hasDerivWithin_le hd hb
     (Set.left_mem_Icc.2 hx0) (Set.right_mem_Icc.2 hx0)
   have h0 : Real.sin 0 - 0 * Real.cos 0 - ((0 : ℝ) ^ 3 / 3 - 0 ^ 5 / 30) = 0 := by norm_num
   simp only [h0, sub_zero, Real.norm_eq_abs, abs_of_nonneg hx0] at h
-  calc _ ≤ x ^ 5 * x := h
-    _ = x ^ 6 := by ring
+  exact h.trans_eq (by ring)
 
 end
```
